# Sum rules for occupation corrections from shift invariance and linear scaling of the energy

Let E(e, g) be an energy depending on finitely many level energies e_k and a coupling g. Suppose that, for g > 0, E is unchanged by a common shift of the levels and scales linearly when levels and coupling are scaled together. Wherever E is differentiable with g > 0, the occupation corrections n_k = ∂E/∂e_k satisfy

Σ n_k = 0

Σ e_k n_k = E − g ∂E/∂g.

## Where the two symmetries come from

Take electrons with Hamiltonian Σ e_k N_k + gV, where N_k is the number operator of level k and V is a fixed, number-conserving interaction. Let E be the ground-state energy at fixed particle number, minus Σ e_k f_k for fixed reference occupations f_k with the same total. By the Hellmann–Feynman theorem, n_k is then ⟨N_k⟩ − f_k.

A common shift c adds c times the particle number to both energies and cancels in E. Scaling all e_k and g by s > 0 scales the Hamiltonian, hence E, by s. For a uniform electron gas restricted to finitely many momentum states, the second rule thus extracts the kinetic-energy correction from the energy as a function of coupling.

## Differentiating along a shift and a scaling

Along a differentiable path (x(t), y(t)) of levels and coupling, the chain rule gives

dE/dt = Σ x_k′ n_k + y′ ∂E/∂g.

For the shift x_k = e_k + c, y = g, the velocity in c is 1 for every level and 0 for the coupling. E is constant along this path, so Σ n_k = 0.

For the scaling x_k = s e_k, y = sg, the energy is sE(e, g). Its derivative at s = 1 gives

Σ e_k n_k + g ∂E/∂g = E.

If E also has order p in the coupling, E(e, tg) = t^p E(e, g) for t > 0, then differentiation at t = 1 gives g ∂E/∂g = pE, and therefore

Σ e_k n_k = (1 − p)E.

In perturbation theory this applies to each order separately, not to the full energy: a lowering of the energy by the second-order term comes with a second-order increase of the one-body energy of equal size.

Conversely, let E be differentiable and both rules hold for all e and all g > 0. Then dE(e + c, g)/dc = Σ n_k = 0, which is shift invariance. With E and its derivatives taken at (exp(t)e, exp(t)g),

d/dt [exp(−t) E] = exp(−t) [Σ exp(t)e_k n_k + exp(t)g ∂E/∂g − E] = 0.

Comparing t = ln s with t = 0 gives E(se, sg) = sE(e, g).

## Two coupled levels with numbers

Let Δ = e_1 − e_0 and R = √(Δ² + 4g²). The lower eigenvalue of the matrix with diagonal e_0, e_1 and off-diagonal g is e_0 + w, with

w = (Δ − R)/2, w(w − Δ) = (R² − Δ²)/4 = g².

This identity is the second row of the eigenvalue equation for the vector (g, w); the first row is immediate.

The energy E of the sum rules is here w, the lower eigenvalue minus e_0, for one particle with reference occupations f_0 = 1 and f_1 = 0. Take e_0 = 0, e_1 = 3, g = 2. Then R = 5 and w = −1, and differentiating by hand gives

n_1 = (1 − Δ/R)/2 = 1/5, n_0 = −1/5, ∂w/∂g = −2g/R = −4/5.

Both sides of the second rule equal 3/5. The normalised eigenvector (2, −1)/√5 has weight 1/5 on level 1, as n_1 says.

## Reading the formal statement

The energy is `E : (ι → ℝ) × ℝ → ℝ`, with `ι` a finite set of levels. `occ` and `couplingDeriv` apply the Fréchet derivative to unit vectors. `ShiftInvariant` and `ScalesLinearly` range over all level energies but only positive couplings; `occupation_sum_rules` needs differentiability only at the chosen point.

The symmetries are hypotheses: no many-electron Hamiltonian is constructed, and a continuum of momenta lies beyond the finite sums. Differentiability can fail at a ground-state level crossing.

In Lean 4 with Mathlib:

```lean
import Mathlib

open Matrix

namespace OccupationSumRules

noncomputable section

/-- For positive coupling, the energy is unchanged when the same constant is added to all
level energies. -/
def ShiftInvariant {ι : Type*} (E : (ι → ℝ) × ℝ → ℝ) : Prop :=
  ∀ (e : ι → ℝ) (g c : ℝ), 0 < g → E (fun k => e k + c, g) = E (e, g)

/-- For positive coupling, scaling all level energies and the coupling by the same positive
factor scales the energy by that factor. -/
def ScalesLinearly {ι : Type*} (E : (ι → ℝ) × ℝ → ℝ) : Prop :=
  ∀ (e : ι → ℝ) (g s : ℝ), 0 < g → 0 < s →
    E (fun k => s * e k, s * g) = s * E (e, g)

variable {ι : Type*} [Fintype ι] [DecidableEq ι]

/-- The occupation correction of level `k`: the derivative of the energy with respect to the
level energy `e k`, at points where the energy is differentiable. -/
def occ (E : (ι → ℝ) × ℝ → ℝ) (e : ι → ℝ) (g : ℝ) (k : ι) : ℝ :=
  fderiv ℝ E (e, g) (Pi.single k 1, 0)

/-- The derivative of the energy with respect to the coupling, at points where the energy is
differentiable. -/
def couplingDeriv (E : (ι → ℝ) × ℝ → ℝ) (e : ι → ℝ) (g : ℝ) : ℝ :=
  fderiv ℝ E (e, g) (0, 1)

/-- Along a differentiable path of level energies and coupling, a differentiable energy changes
at the rate given by the occupation corrections and the coupling derivative. -/
theorem hasDerivAt_along {E : (ι → ℝ) × ℝ → ℝ} {x : ℝ → ι → ℝ} {y : ℝ → ℝ}
    {x' : ι → ℝ} {y' t : ℝ} {e : ι → ℝ} {g : ℝ}
    (hx : HasDerivAt x x' t) (hy : HasDerivAt y y' t)
    (hE : DifferentiableAt ℝ E (e, g)) (hxe : x t = e) (hyg : y t = g) :
    HasDerivAt (fun s => E (x s, y s))
      (∑ k, x' k * occ E e g k + y' * couplingDeriv E e g) t := by
  subst hxe hyg
  have hp : HasDerivAt (fun s => (x s, y s)) (x', y') t := hx.prodMk hy
  have hF : HasFDerivAt E (fderiv ℝ E (x t, y t)) ((fun s => (x s, y s)) t) :=
    hE.hasFDerivAt
  -- decompose the velocity into unit vectors
  have hv : (x', y') = ∑ k, x' k • ((Pi.single k 1 : ι → ℝ), (0 : ℝ))
      + y' • ((0 : ι → ℝ), (1 : ℝ)) := by
    apply Prod.ext
    · funext j
      simp [Prod.fst_sum, Finset.sum_apply, Pi.single_apply]
    · simp [Prod.snd_sum]
  refine (hF.comp_hasDerivAt t hp).congr_deriv ?_
  rw [hv]
  simp only [map_add, map_sum, map_smul, smul_eq_mul, occ, couplingDeriv]

/-- For a shift-invariant, linearly scaling energy, differentiable at a point with positive
coupling, the occupation corrections sum to zero, and weighted with the level energies they sum
to the energy minus the coupling times its coupling derivative. -/
theorem occupation_sum_rules {E : (ι → ℝ) × ℝ → ℝ} (hshift : ShiftInvariant E)
    (hscale : ScalesLinearly E) {e : ι → ℝ} {g : ℝ} (hg : 0 < g)
    (hE : DifferentiableAt ℝ E (e, g)) :
    ∑ k, occ E e g k = 0 ∧
      ∑ k, e k * occ E e g k = E (e, g) - g * couplingDeriv E e g := by
  constructor
  · -- differentiate along a common shift of the levels
    have hx : HasDerivAt (fun (c : ℝ) (k : ι) => e k + c) (fun _ => 1) 0 :=
      hasDerivAt_pi.2 fun k => (hasDerivAt_id' (0 : ℝ)).const_add (e k)
    have h := hasDerivAt_along hx (hasDerivAt_const (0 : ℝ) g) hE (by simp) rfl
    have h0 : HasDerivAt (fun c : ℝ => E (fun k => e k + c, g)) 0 0 := by
      have hc : (fun c : ℝ => E (fun k => e k + c, g)) = fun _ => E (e, g) :=
        funext fun c => hshift e g c hg
      rw [hc]
      exact hasDerivAt_const _ _
    simpa using h.unique h0
  · -- differentiate along a common scaling of levels and coupling
    have hx : HasDerivAt (fun (s : ℝ) (k : ι) => s * e k) e 1 :=
      hasDerivAt_pi.2 fun k =>
        ((hasDerivAt_id' (1 : ℝ)).mul_const (e k)).congr_deriv (one_mul _)
    have hy : HasDerivAt (fun s : ℝ => s * g) g 1 :=
      ((hasDerivAt_id' (1 : ℝ)).mul_const g).congr_deriv (one_mul _)
    have h := hasDerivAt_along hx hy hE (by simp) (by simp)
    have h0 : HasDerivAt (fun s : ℝ => E (fun k => s * e k, s * g)) (E (e, g)) 1 := by
      refine (((hasDerivAt_id' (1 : ℝ)).mul_const (E (e, g))).congr_deriv
        (one_mul _)).congr_of_eventuallyEq ?_
      filter_upwards [Ioi_mem_nhds (zero_lt_one' ℝ)] with s hs
      exact hscale e g s hg hs
    have hu := h.unique h0
    linarith

/-- For a shift-invariant, linearly scaling energy of order `p` in the coupling, differentiable
at a point with positive coupling, the occupation corrections weighted with the level energies
sum to `1 - p` times the energy. -/
theorem sum_rule_of_order {E : (ι → ℝ) × ℝ → ℝ} (hshift : ShiftInvariant E)
    (hscale : ScalesLinearly E) {e : ι → ℝ} {g : ℝ} (hg : 0 < g)
    (hE : DifferentiableAt ℝ E (e, g)) (p : ℕ)
    (hp : ∀ t : ℝ, 0 < t → E (e, t * g) = t ^ p * E (e, g)) :
    ∑ k, e k * occ E e g k = (1 - (p : ℝ)) * E (e, g) := by
  have hy : HasDerivAt (fun s : ℝ => s * g) g 1 :=
    ((hasDerivAt_id' (1 : ℝ)).mul_const g).congr_deriv (one_mul _)
  have h := hasDerivAt_along (hasDerivAt_const (1 : ℝ) e) hy hE rfl (by simp)
  have h0 : HasDerivAt (fun s : ℝ => E (e, s * g)) ((p : ℝ) * E (e, g)) 1 := by
    refine (((hasDerivAt_pow p (1 : ℝ)).mul_const (E (e, g))).congr_deriv
      (by simp)).congr_of_eventuallyEq ?_
    filter_upwards [Ioi_mem_nhds (zero_lt_one' ℝ)] with s hs
    exact hp s hs
  have hu : g * couplingDeriv E e g = (p : ℝ) * E (e, g) := by
    have hq := h.unique h0
    simp only [Pi.zero_apply, zero_mul, Finset.sum_const_zero, zero_add] at hq
    exact hq
  rw [(occupation_sum_rules hshift hscale hg hE).2, hu]
  ring

/-- Conversely, if the energy is differentiable and both sum rules hold at all positive
couplings, then the energy is shift invariant and scales linearly. -/
theorem symmetries_of_sum_rules {E : (ι → ℝ) × ℝ → ℝ}
    (hE : ∀ (e : ι → ℝ) (g : ℝ), 0 < g → DifferentiableAt ℝ E (e, g))
    (h1 : ∀ (e : ι → ℝ) (g : ℝ), 0 < g → ∑ k, occ E e g k = 0)
    (h2 : ∀ (e : ι → ℝ) (g : ℝ), 0 < g →
      ∑ k, e k * occ E e g k = E (e, g) - g * couplingDeriv E e g) :
    ShiftInvariant E ∧ ScalesLinearly E := by
  constructor
  · intro e g c hg
    have hf : ∀ c : ℝ, HasDerivAt (fun c : ℝ => E (fun k => e k + c, g)) 0 c := by
      intro c
      have hx : HasDerivAt (fun (c : ℝ) (k : ι) => e k + c) (fun _ => 1) c :=
        hasDerivAt_pi.2 fun k => (hasDerivAt_id' c).const_add (e k)
      exact (hasDerivAt_along hx (hasDerivAt_const c g)
        (hE (fun k => e k + c) g hg) rfl rfl).congr_deriv
        (by simpa using h1 (fun k => e k + c) g hg)
    have h := is_const_of_deriv_eq_zero (fun c => (hf c).differentiableAt)
      (fun c => (hf c).deriv) c 0
    simpa using h
  · intro e g s hg hs
    -- with the scale factor written as exp t, the energy per scale factor is constant
    have hf : ∀ t : ℝ, HasDerivAt (fun t : ℝ => Real.exp (-t) *
        E (fun k => Real.exp t * e k, Real.exp t * g)) 0 t := by
      intro t
      have hx : HasDerivAt (fun (t : ℝ) (k : ι) => Real.exp t * e k)
          (fun k => Real.exp t * e k) t :=
        hasDerivAt_pi.2 fun k => (Real.hasDerivAt_exp t).mul_const (e k)
      have hpos : 0 < Real.exp t * g := mul_pos (Real.exp_pos t) hg
      have hA := hasDerivAt_along hx ((Real.hasDerivAt_exp t).mul_const g)
        (hE (fun k => Real.exp t * e k) _ hpos) rfl rfl
      have hB := h2 (fun k => Real.exp t * e k) _ hpos
      refine ((hasDerivAt_neg' t).exp.fun_mul hA).congr_deriv ?_
      beta_reduce at hB ⊢
      linear_combination Real.exp (-t) * hB
    have h := is_const_of_deriv_eq_zero (fun t => (hf t).differentiableAt)
      (fun t => (hf t).deriv) (Real.log s) 0
    simp only [Real.exp_neg, Real.exp_log hs, Real.exp_zero, neg_zero,
      one_mul] at h
    rw [← h, mul_inv_cancel_left₀ hs.ne']

/-- The two-level energy shift: the lower eigenvalue of the two-level Hamiltonian with diagonal
entries `p.1 0`, `p.1 1` and off-diagonal entry `p.2`, minus `p.1 0`. -/
def twoLevelShift (p : (Fin 2 → ℝ) × ℝ) : ℝ :=
  ((p.1 1 - p.1 0) - √((p.1 1 - p.1 0) ^ 2 + 4 * p.2 ^ 2)) / 2

/-- The two-level Hamiltonian acts on the vector with components `g` and the energy shift as
multiplication by `e 0` plus the energy shift. -/
theorem twoLevel_eigen (e : Fin 2 → ℝ) (g : ℝ) :
    !![e 0, g; g, e 1] *ᵥ ![g, twoLevelShift (e, g)] =
      (e 0 + twoLevelShift (e, g)) • ![g, twoLevelShift (e, g)] := by
  have hq : twoLevelShift (e, g) * (twoLevelShift (e, g) - (e 1 - e 0)) = g ^ 2 := by
    have hr := Real.sq_sqrt (show 0 ≤ (e 1 - e 0) ^ 2 + 4 * g ^ 2 by positivity)
    simp only [twoLevelShift]
    linear_combination (1 / 4) * hr
  generalize twoLevelShift (e, g) = w at hq ⊢
  ext i
  fin_cases i
  · simp [Matrix.mulVec, dotProduct, Fin.sum_univ_two]
    ring
  · simp [Matrix.mulVec, dotProduct, Fin.sum_univ_two]
    linear_combination -hq

/-- The two-level energy shift is shift invariant, scales linearly, and is differentiable at
every positive coupling. -/
theorem twoLevelShift_witness : ShiftInvariant twoLevelShift ∧ ScalesLinearly twoLevelShift ∧
    ∀ (e : Fin 2 → ℝ) (g : ℝ), 0 < g → DifferentiableAt ℝ twoLevelShift (e, g) := by
  refine ⟨fun e g c _ => by simp [twoLevelShift], fun e g s _ hs => ?_, fun e g hg => ?_⟩
  · have h : (s * e 1 - s * e 0) ^ 2 + 4 * (s * g) ^ 2 =
        s ^ 2 * ((e 1 - e 0) ^ 2 + 4 * g ^ 2) := by ring
    simp only [twoLevelShift]
    rw [h, Real.sqrt_mul (sq_nonneg s), Real.sqrt_sq hs.le]
    ring
  · have hd : DifferentiableAt ℝ (fun p : (Fin 2 → ℝ) × ℝ => p.1 1 - p.1 0) (e, g) := by
      fun_prop
    have hr : DifferentiableAt ℝ
        (fun p : (Fin 2 → ℝ) × ℝ => (p.1 1 - p.1 0) ^ 2 + 4 * p.2 ^ 2) (e, g) := by
      fun_prop
    have hpos : (e 1 - e 0) ^ 2 + 4 * g ^ 2 ≠ 0 := by positivity
    have hm : DifferentiableAt ℝ (fun p : (Fin 2 → ℝ) × ℝ =>
        (p.1 1 - p.1 0) - √((p.1 1 - p.1 0) ^ 2 + 4 * p.2 ^ 2)) (e, g) :=
      hd.sub (hr.sqrt hpos)
    have hh : DifferentiableAt ℝ (fun p : (Fin 2 → ℝ) × ℝ =>
        ((p.1 1 - p.1 0) - √((p.1 1 - p.1 0) ^ 2 + 4 * p.2 ^ 2)) / 2) (e, g) := by
      simp only [div_eq_mul_inv]
      exact hm.mul_const (2 : ℝ)⁻¹
    exact hh

end

end OccupationSumRules
```

```lean
#print axioms OccupationSumRules.occupation_sum_rules
-- 'OccupationSumRules.occupation_sum_rules' depends on axioms: [propext, Classical.choice, Quot.sound]
#print axioms OccupationSumRules.sum_rule_of_order
-- 'OccupationSumRules.sum_rule_of_order' depends on axioms: [propext, Classical.choice, Quot.sound]
#print axioms OccupationSumRules.symmetries_of_sum_rules
-- 'OccupationSumRules.symmetries_of_sum_rules' depends on axioms: [propext, Classical.choice, Quot.sound]
#print axioms OccupationSumRules.twoLevel_eigen
-- 'OccupationSumRules.twoLevel_eigen' depends on axioms: [propext, Classical.choice, Quot.sound]
```

## Two derivatives of one function

`hasDerivAt_along` is the chain rule, obtained by splitting the velocity into unit vectors. `occupation_sum_rules` then finds the derivative of the energy along each path in two ways, by this lemma and from the symmetry. `HasDerivAt.unique`, used as `h.unique h0`, says that a function has at most one derivative at a point, so equating the two results yields the sum rule.

The scaling law holds only for s > 0, while the derivative at s = 1 is two-sided. `congr_of_eventuallyEq` requires agreement only near 1, and `Ioi_mem_nhds` supplies the positive neighbourhood.

`sum_rule_of_order` repeats this with only the coupling scaled. `symmetries_of_sum_rules` uses `is_const_of_deriv_eq_zero` on the two paths of the converse. `twoLevel_eigen` proves the eigenvalue equation from w(w − Δ) = g², and `twoLevelShift_witness` verifies both symmetries and differentiability, since R² > 0 for g > 0.
